# In linearised SCF with a fixed response, a convergent mixing parameter survives weaker repulsion if the dielectric eigenvalues stay positive

Weakening the repulsion between electrons should leave a working linear-mixing parameter working, as long as the fixed point stays stable. Say I have found an $\alpha$ that converges with the Hartree kernel alone, and I then add an attractive exchange-correlation kernel. I would expect the same $\alpha$ to be safe. But the dielectric matrix contains the product of the response and the kernel, which is not symmetric, so I don't see why its eigenvalues should respond to the change in an orderly way. Does the expectation hold, and what exactly must "stable" mean?

## If the weaker kernel is stable, it inherits every safe $\alpha$ of the stronger one

Yes. Let $\chi$ be the independent-particle density response, a real symmetric negative definite matrix, and let $K_1$ and $K_2$ be interaction kernels with $K_1$ symmetric and $K_2-K_1$ positive semidefinite. Suppose all eigenvalues of $\varepsilon_1=1-\chi K_1$ are positive. If linear mixing with some $\alpha>0$ converges from every starting density for $K_2$, it also does so for $K_1$. Adding repulsion to a kernel that meets this positivity condition therefore cannot enlarge the set of safe $\alpha>0$.

The positivity condition is what "stable" means here. It says that the second-order energy $\tfrac12\,\delta\rho^{T}\big((-\chi)^{-1}+K_1\big)\delta\rho$ is positive for every nonzero density change $\delta\rho$.

### The error propagator in the metric of the inverse response

Near a fixed-point density $\rho_*$, the linearised self-consistency map for a kernel $K$ is $F(\rho)=\rho_*+\chi K(\rho-\rho_*)$. A mixing step replaces $\rho$ by $\rho+\alpha(F(\rho)-\rho)$. With $e=\rho-\rho_*$ and $\varepsilon=1-\chi K$, the new error is

$$e+\alpha(\chi K e-e)=(1-\alpha\varepsilon)e=Te,\qquad T=1-\alpha\varepsilon .$$

After $k$ steps the error is $T^k e$, so convergence from every start means $T^k e\to0$ for every $e$.

Now put $W=(-\chi)^{-1}$, which is symmetric and positive definite. Since $W(-\chi)=1$,

$$W\varepsilon=W+K,\qquad WT=W-\alpha(W+K).$$

For symmetric $K$ the matrix $WT$ is symmetric. Hence $T$ is self-adjoint for the inner product $\langle u,v\rangle=u^{T}Wv$, has real eigenvalues and has a basis of eigenvectors. This restores the order that the product $\chi K$ seemed to destroy.

**Convergence for $K_2$ gives a lower bound.** Let $T_1$ and $T_2$ be the propagators for $K_1$ and $K_2$. The claim is that $\langle x,T_2x\rangle>-\langle x,x\rangle$ for every $x\neq0$. Suppose it fails for some $x$, and set $a_k=\langle T_2^kx,T_2^kx\rangle$. Then

$$0\le\langle x+T_2x,\,x+T_2x\rangle=a_0+2\langle x,T_2x\rangle+a_1\le a_1-a_0 .$$

With $u=T_2^kx$, self-adjointness also gives

$$0\le\langle u-T_2^2u,\,u-T_2^2u\rangle=a_k-2a_{k+1}+a_{k+2}.$$

So the first increment is nonnegative and later increments are no smaller. Therefore $a_k\ge a_0>0$ for all $k$, which contradicts $T_2^kx\to0$.

**Weaker repulsion raises the propagator.** From the formula for $WT$,

$$\langle x,T_1x\rangle=\langle x,T_2x\rangle+\alpha\,x^{T}(K_2-K_1)x>-\langle x,x\rangle\qquad(x\ne0).$$

Take an eigenvector $b_i$ with $T_1b_i=\mu_ib_i$. The inequality reads $\mu_i\langle b_i,b_i\rangle>-\langle b_i,b_i\rangle$, so $\mu_i>-1$.

**Stability gives the upper bound.** The same eigenvector satisfies $\varepsilon_1b_i=\frac{1-\mu_i}{\alpha}b_i$. This eigenvalue is positive by assumption, so $\mu_i<1$.

Finally, expand any initial error as $e=\sum_ic_ib_i$. Then $T_1^ke=\sum_ic_i\mu_i^kb_i\to0$, because every $|\mu_i|<1$.

The choice of inner product matters. It would be wrong to argue with the ordinary dot product that $\varepsilon_2-\varepsilon_1=-\chi(K_2-K_1)$ has a nonnegative quadratic form because both factors are positive. For $-\chi=\mathrm{diag}(1,10)$, $K_2-K_1$ the $2\times2$ matrix of ones and $x=(2,-1)$, that form equals $-8$.

The one-variable case $\chi=-1$, $\alpha=1$ shows the limits of the result; these numbers are a side check, separate from the Lean code. The error factor is $-K$. Mixing converges for $K=1/2$ and diverges for $K=2$, so the implication does not reverse. For $K=-1$ the dielectric eigenvalue is zero and the error never changes, although the more repulsive $K=1/2$ converges. Nonnegative eigenvalues of $\varepsilon_1$ would thus not be enough.

### The Lean file

```lean
import Mathlib

open Matrix Filter Topology

namespace LinearMixingRepulsion

variable {n : Type*} [Fintype n] [DecidableEq n]

/-- The dielectric matrix `1 - χ K` of a response `χ` and an interaction kernel `K`. -/
def dielectric (χ K : Matrix n n ℝ) : Matrix n n ℝ := 1 - χ * K

/-- One step of linear mixing: add the fraction `α` of the residual of the self-consistency
map, linearised around the fixed-point density `ρs`. -/
def mixStep (χ K : Matrix n n ℝ) (α : ℝ) (ρs ρ : n → ℝ) : n → ℝ :=
  ρ + α • (ρs + (χ * K) *ᵥ (ρ - ρs) - ρ)

/-- Linear mixing reaches the fixed-point density `ρs` from every starting density. -/
def MixingConverges (χ K : Matrix n n ℝ) (α : ℝ) (ρs : n → ℝ) : Prop :=
  ∀ ρ, Tendsto (fun k : ℕ => (mixStep χ K α ρs)^[k] ρ) atTop (𝓝 ρs)

/-- The bilinear form `⟨u, W v⟩` on density changes. -/
def form (W : Matrix n n ℝ) : (n → ℝ) →ₗ[ℝ] (n → ℝ) →ₗ[ℝ] ℝ :=
  LinearMap.mk₂ ℝ (fun u v => u ⬝ᵥ W *ᵥ v)
    (fun u v w => by simp only [add_dotProduct])
    (fun c u v => by simp only [smul_dotProduct])
    (fun u v w => by simp only [mulVec_add, dotProduct_add])
    (fun c u v => by simp only [mulVec_smul, dotProduct_smul])

/-- After `k` mixing steps the density error is `(1 - α ε)^k` applied to the initial error. -/
theorem error_iterate (χ K : Matrix n n ℝ) (α : ℝ) (ρs ρ : n → ℝ) (k : ℕ) :
    (mixStep χ K α ρs)^[k] ρ - ρs = (1 - α • dielectric χ K) ^ k *ᵥ (ρ - ρs) := by
  have step : ∀ σ, mixStep χ K α ρs σ - ρs = (1 - α • dielectric χ K) *ᵥ (σ - ρs) := by
    intro σ
    simp only [mixStep, dielectric, sub_mulVec, smul_mulVec, one_mulVec]
    module
  induction k with
  | zero => simp
  | succ k ih => rw [Function.iterate_succ_apply', step, ih, mulVec_mulVec, ← pow_succ']

/-- Mixing converges from every start exactly when every initial error is damped to zero. -/
theorem converges_iff (χ K : Matrix n n ℝ) (α : ℝ) (ρs : n → ℝ) :
    MixingConverges χ K α ρs ↔
      ∀ e, Tendsto (fun k : ℕ => (1 - α • dielectric χ K) ^ k *ᵥ e) atTop (𝓝 0) := by
  constructor
  · intro h e
    have h1 := (h (ρs + e)).sub_const ρs
    simp only [error_iterate, add_sub_cancel_left, sub_self] at h1
    exact h1
  · intro h ρ
    have h1 := (h (ρ - ρs)).add_const ρs
    simp only [← error_iterate, sub_add_cancel, zero_add] at h1
    exact h1

omit [DecidableEq n] in
/-- If `W` and `W T` are symmetric, then `T` is self-adjoint for the form `⟨u, W v⟩`. -/
theorem form_selfAdjoint {W T : Matrix n n ℝ} (hW : Wᵀ = W) (hT : (W * T)ᵀ = W * T)
    (u v : n → ℝ) : form W (T *ᵥ u) v = form W u (T *ᵥ v) := by
  have h : Tᵀ * W = W * T := by rw [← hT, transpose_mul, hW]
  change (T *ᵥ u) ⬝ᵥ W *ᵥ v = u ⬝ᵥ W *ᵥ (T *ᵥ v)
  rw [mulVec_mulVec, ← h, ← mulVec_mulVec, dotProduct_mulVec u Tᵀ, vecMul_transpose]

/-- A linear map that is self-adjoint for a symmetric positive definite form on a
finite-dimensional real space has a basis of eigenvectors. -/
theorem exists_eigenbasis {V : Type*} [AddCommGroup V] [Module ℝ V] [FiniteDimensional ℝ V]
    (B : V →ₗ[ℝ] V →ₗ[ℝ] ℝ) (hs : ∀ x y, B x y = B y x) (hp : ∀ x, x ≠ 0 → 0 < B x x)
    (T : V →ₗ[ℝ] V) (hT : ∀ x y, B (T x) y = B x (T y)) :
    ∃ (b : Module.Basis (Fin (Module.finrank ℝ V)) ℝ V)
      (μ : Fin (Module.finrank ℝ V) → ℝ), ∀ i, T (b i) = μ i • b i := by
  -- the form serves as the inner product of the spectral theorem
  let c : InnerProductSpace.Core ℝ V :=
    { inner := fun x y => B x y
      conj_inner_symm := fun x y => (conj_trivial _).trans (hs y x)
      re_inner_nonneg := fun x => by
        change 0 ≤ B x x
        obtain rfl | hx := eq_or_ne x 0
        exacts [by simp, (hp x hx).le]
      add_left := fun x y z => LinearMap.map_add₂ B x y z
      smul_left := fun x y r => by
        change B (r • x) y = (starRingEnd ℝ) r * B x y
        simp
      definite := fun x h => by_contra fun hx => (hp x hx).ne' h }
  let : NormedAddCommGroup V := c.toNormedAddCommGroup
  let : InnerProductSpace ℝ V := InnerProductSpace.ofCore c.toCore
  have hS : T.IsSymmetric := fun x y => hT x y
  exact ⟨(hS.eigenvectorBasis rfl).toBasis, hS.eigenvalues rfl, fun i => by simp⟩

/-- If a matrix has a basis of eigenvectors with eigenvalues of modulus below one, its powers
damp every vector to zero. -/
theorem decay_of_eigenbasis {ι : Type*} [Fintype ι] (b : Module.Basis ι ℝ (n → ℝ))
    (μ : ι → ℝ) (T : Matrix n n ℝ) (hb : ∀ i, T *ᵥ b i = μ i • b i) (hμ : ∀ i, |μ i| < 1)
    (e : n → ℝ) : Tendsto (fun k : ℕ => T ^ k *ᵥ e) atTop (𝓝 0) := by
  have hpow : ∀ (k : ℕ) i, T ^ k *ᵥ b i = μ i ^ k • b i := by
    intro k i
    induction k with
    | zero => simp
    | succ k ih => rw [pow_succ', ← mulVec_mulVec, ih, mulVec_smul, hb, smul_smul, pow_succ]
  have hsum : ∀ k : ℕ, T ^ k *ᵥ e = ∑ i, (b.repr e i * μ i ^ k) • b i := fun k => by
    calc T ^ k *ᵥ e = (T ^ k).mulVecLin (∑ i, b.repr e i • b i) := by
          rw [b.sum_repr, mulVecLin_apply]
      _ = _ := by simp only [map_sum, map_smul, mulVecLin_apply, hpow, smul_smul]
  have h0 := tendsto_finsetSum Finset.univ (fun i _ =>
    ((tendsto_pow_atTop_nhds_zero_iff.2 (hμ i)).const_mul (b.repr e i)).smul_const (b i))
  simp only [mul_zero, zero_smul, Finset.sum_const_zero] at h0
  simpa only [hsum] using h0

/-- If `T` is self-adjoint for a positive definite form `⟨u, W v⟩` and its powers damp every
vector to zero, then `⟨x, W T x⟩ > -⟨x, W x⟩` for every nonzero `x`. -/
theorem no_overshoot {W T : Matrix n n ℝ} (hp : ∀ x, x ≠ 0 → 0 < form W x x)
    (hT : ∀ u v, form W (T *ᵥ u) v = form W u (T *ᵥ v))
    (hdec : ∀ e, Tendsto (fun k : ℕ => T ^ k *ᵥ e) atTop (𝓝 0)) {x : n → ℝ} (hx : x ≠ 0) :
    -form W x x < form W x (T *ᵥ x) := by
  by_contra hcon
  have hnn : ∀ u, 0 ≤ form W u u := fun u => by
    obtain rfl | hu := eq_or_ne u 0
    exacts [by simp, (hp u hu).le]
  have hsucc : ∀ k : ℕ, T ^ (k + 1) *ᵥ x = T *ᵥ (T ^ k *ᵥ x) := fun k => by
    rw [pow_succ', mulVec_mulVec]
  -- the squared norms of the iterates form a convex sequence whose first step is not downward
  have hstep : ∀ k : ℕ, form W (T ^ k *ᵥ x) (T ^ k *ᵥ x) ≤
      form W (T ^ (k + 1) *ᵥ x) (T ^ (k + 1) *ᵥ x) := by
    intro k
    induction k with
    | zero =>
      have h := hnn (x + T *ᵥ x)
      simp only [map_add, LinearMap.add_apply] at h
      simp only [hsucc, pow_zero, one_mulVec]
      linarith [hT x x]
    | succ k ih =>
      rw [hsucc (k + 1)]
      rw [hsucc k] at ih ⊢
      generalize T ^ k *ᵥ x = u at ih ⊢
      have h := hnn (u - T *ᵥ (T *ᵥ u))
      simp only [map_sub, LinearMap.sub_apply] at h
      linarith [hT u (T *ᵥ u), hT (T *ᵥ u) u]
  have hcont : Continuous (fun u : n → ℝ => form W u u) := by
    change Continuous (fun u : n → ℝ => ∑ i, u i * ∑ j, W i j * u j)
    fun_prop
  have h0 := ge_of_tendsto' ((hcont.tendsto 0).comp (hdec x))
    (fun k => monotone_nat_of_le_succ hstep (Nat.zero_le k))
  simp only [pow_zero, one_mulVec, map_zero] at h0
  linarith [hp x hx]

/-- Let `χ` be negative definite, `K₁` symmetric, `K₂ - K₁` positive semidefinite and all
eigenvalues of `1 - χ K₁` positive. If linear mixing with `α > 0` converges from every start
for `K₂`, it does so for `K₁`. -/
theorem mixing_converges_of_less_repulsion {χ K₁ K₂ : Matrix n n ℝ} {α : ℝ}
    (hχ : (-χ).PosDef) (hK₁ : K₁.IsSymm) (hK : (K₂ - K₁).PosSemidef)
    (hε : ∀ (μ : ℝ) (v : n → ℝ), v ≠ 0 → dielectric χ K₁ *ᵥ v = μ • v → 0 < μ)
    (hα : 0 < α) (ρ₁ ρ₂ : n → ℝ) (h : MixingConverges χ K₂ α ρ₂) :
    MixingConverges χ K₁ α ρ₁ := by
  rw [converges_iff] at h ⊢
  have hW := hχ.inv
  have hWs := hW.isHermitian.eq
  have hK₂ := hK.isHermitian.eq
  rw [conjTranspose_eq_transpose_of_trivial] at hWs hK₂
  rw [transpose_sub, hK₁.eq, sub_left_inj] at hK₂
  -- in the metric `W = (-χ)⁻¹` the error propagator becomes symmetric
  have hmul : ∀ K, (-χ)⁻¹ * (1 - α • dielectric χ K) = (-χ)⁻¹ - α • ((-χ)⁻¹ + K) := fun K => by
    have h1 : (-χ)⁻¹ * dielectric χ K = (-χ)⁻¹ + ((-χ)⁻¹ * -χ) * K := by
      unfold dielectric
      noncomm_ring
    rw [Matrix.mul_sub, Matrix.mul_one, Matrix.mul_smul, h1,
      nonsing_inv_mul _ hχ.det_pos.ne'.isUnit, Matrix.one_mul]
  generalize (-χ)⁻¹ = W at hW hWs hmul
  have hadj : ∀ K : Matrix n n ℝ, Kᵀ = K → ∀ u v, form W ((1 - α • dielectric χ K) *ᵥ u) v =
      form W u ((1 - α • dielectric χ K) *ᵥ v) := fun K hKs => form_selfAdjoint hWs (by
    rw [hmul, transpose_sub, transpose_smul, transpose_add, hWs, hKs])
  have hpos : ∀ x, x ≠ 0 → 0 < form W x x := fun x hx => by
    change 0 < x ⬝ᵥ W *ᵥ x
    simpa only [star_trivial] using hW.dotProduct_mulVec_pos hx
  have hcomm : ∀ x y, form W x y = form W y x := fun x y => by
    change x ⬝ᵥ W *ᵥ y = y ⬝ᵥ W *ᵥ x
    rw [dotProduct_mulVec x W, ← mulVec_transpose, hWs, dotProduct_comm]
  obtain ⟨b, μ, hb⟩ := exists_eigenbasis (form W) hcomm hpos
    (1 - α • dielectric χ K₁).mulVecLin (hadj K₁ hK₁.eq)
  simp only [mulVecLin_apply] at hb
  refine decay_of_eigenbasis b μ _ hb (fun i => abs_lt.2 ⟨?_, ?_⟩)
  · -- less repulsion raises the propagator, which already lies above -1 for `K₂`
    have h2 := no_overshoot hpos (hadj K₂ hK₂) h (b.ne_zero i)
    have hdiff : W * (1 - α • dielectric χ K₁) =
        W * (1 - α • dielectric χ K₂) + α • (K₂ - K₁) := by
      rw [hmul, hmul]
      module
    have h3 : form W (b i) ((1 - α • dielectric χ K₁) *ᵥ b i) =
        form W (b i) ((1 - α • dielectric χ K₂) *ᵥ b i) +
          α * (b i ⬝ᵥ (K₂ - K₁) *ᵥ b i) := by
      change b i ⬝ᵥ W *ᵥ (_ *ᵥ b i) = b i ⬝ᵥ W *ᵥ (_ *ᵥ b i) + _
      rw [mulVec_mulVec, mulVec_mulVec, hdiff, add_mulVec, dotProduct_add, smul_mulVec,
        dotProduct_smul, smul_eq_mul]
    have h4 : 0 ≤ b i ⬝ᵥ (K₂ - K₁) *ᵥ b i := by
      simpa only [star_trivial] using hK.dotProduct_mulVec_nonneg (b i)
    rw [hb i, map_smul, smul_eq_mul] at h3
    by_contra hle
    nlinarith [mul_nonneg hα.le h4,
      mul_nonneg (sub_nonneg.2 (not_lt.1 hle)) (hpos (b i) (b.ne_zero i)).le]
  · -- positive dielectric eigenvalues keep the propagator below 1
    have h1 := hb i
    rw [sub_mulVec, one_mulVec, smul_mulVec] at h1
    have h2 : α • (dielectric χ K₁ *ᵥ b i) = (1 - μ i) • b i := by
      linear_combination (norm := module) -h1
    have h3 : dielectric χ K₁ *ᵥ b i = ((1 - μ i) / α) • b i := by
      rw [div_eq_inv_mul, mul_smul, ← h2, smul_smul, inv_mul_cancel₀ hα.ne', one_smul]
    have h4 := mul_pos (hε _ _ (b.ne_zero i) h3) hα
    rw [div_mul_cancel₀ _ hα.ne'] at h4
    linarith

end LinearMixingRepulsion
```

```lean
#print axioms LinearMixingRepulsion.mixing_converges_of_less_repulsion
```

```
'LinearMixingRepulsion.mixing_converges_of_less_repulsion' depends on axioms: [propext, Classical.choice, Quot.sound]
```

### What `mixing_converges_of_less_repulsion` says

The index type `n` labels finitely many density components, such as grid points or coefficients in an orthonormal basis. Densities are functions `n → ℝ`, and `χ`, `K₁` and `K₂` are real matrices.

- `hχ : (-χ).PosDef` says that $\chi$ is symmetric and negative definite.
- `hK₁` is the symmetry of $K_1$. `hK` says that $K_2-K_1$ is symmetric and positive semidefinite, so the symmetry of $K_2$ follows and is not assumed.
- `hε` says that whenever a nonzero real vector satisfies $\varepsilon_1v=\mu v$, then $\mu>0$. Real eigenvectors suffice, since $\varepsilon_1$ is self-adjoint in the $W$ metric.
- `h : MixingConverges χ K₂ α ρ₂` says that the iterates of `mixStep` tend to `ρ₂` from every starting density. The conclusion is the same statement for `K₁` and `ρ₁`.

The two fixed points may differ, but both problems share one response $\chi$. In a real calculation, a change of functional also changes the orbitals and hence $\chi$. The model is linearised, so it describes the approach to a solution and not the first iterations of a nonlinear run. The mixing parameter is a single constant, with no preconditioner or history.

Strict definiteness also needs care: at fixed particle number a constant potential shift produces no density response. The theorem then applies on the space of charge-conserving density changes, with the kernels projected onto it, provided the response is definite there.

For simulation practice, within this linearised, finite-dimensional model with a common $\chi$, an $\alpha$ that converges with the Hartree kernel alone remains convergent when a negative semidefinite exchange-correlation kernel is added and the dielectric eigenvalues stay positive.

### How the lemmas carry the argument

`error_iterate` proves the formula for the error after $k$ steps by induction. `converges_iff` uses it to turn convergence of densities into decay of every initial error, and this removes the fixed points from the problem.

`form W` is the bilinear form $u^{T}Wv$. `form_selfAdjoint` derives self-adjointness of $T$ from the symmetry of $W$ and $WT$. `exists_eigenbasis` makes a positive definite form the inner product of the space and applies Mathlib's spectral theorem. `decay_of_eigenbasis` carries out the expansion in $b_i$ and the limit $\mu_i^k\to0$.

`no_overshoot` is the lower bound. Inside it, `hstep` proves $a_k\le a_{k+1}$ by induction: the base case uses the square of $x+Tx$, the induction step that of $u-T^2u$, and `linarith` combines the terms. Continuity of the quadratic form then yields the contradiction in the limit.

In the main theorem, `hmul` is the identity $WT=W-\alpha(W+K)$. Once it is available, `generalize` replaces the explicit inverse by a plain symbol `W`. The call to `abs_lt` splits $|\mu_i|<1$ into two goals. For the lower one, `hdiff` and `h3` compare the two propagators, and `nlinarith` rules out $\mu_i\le-1$. For the upper one, `h3` rewrites the eigenvector equation as one for $\varepsilon_1$, and `hε` supplies the sign.
